# No choice of phases for orthonormal Bloch states brings their Wannier function closer to a trial orbital than the projection gauge

The theorem `projectionGauge_nearest` takes a finite, nonzero number N of orthonormal vectors ψ_k in a complex inner product space, read as one Bloch state for each k, and forms the home-cell Wannier function N^(-1/2) ∑ c_k ψ_k with phases c_k of modulus one. Only the orthonormality of the ψ_k is assumed, and the inner product is linear in its second argument, as in ⟨g|ψ_k⟩. The projection gauge picks each phase so that c_k⟨g, ψ_k⟩ is real and nonnegative, with c_k = 1 where the overlap vanishes; g is a trial orbital that need not be normalised. The theorem says that the distance in norm from g to the Wannier function of this gauge is at most the distance for any other choice of unit phases. The proof expands both squared distances and uses the fact that both Wannier functions have norm one, so that only the real parts of their overlaps with g remain to be compared. In the projection gauge that real part equals N^(-1/2) ∑ |⟨g, ψ_k⟩|, which no other choice of phases can exceed.

An attempt in Lean 4 with a fault in it:

```lean
import Mathlib

open scoped InnerProductSpace ComplexConjugate

namespace TrialOrbitalProjection

noncomputable section

variable {N : ℕ} [NeZero N] {E : Type*} [NormedAddCommGroup E] [InnerProductSpace ℂ E]

/-- The home-cell Wannier function `N^(-1/2) ∑ c_k ψ_k` built from Bloch vectors `ψ_k`
with gauge factors `c_k`. -/
def wannier (ψ : ZMod N → E) (c : ZMod N → ℂ) : E :=
  (((Real.sqrt N)⁻¹ : ℝ) : ℂ) • ∑ k, c k • ψ k

/-- The phase that rotates a complex number `z` onto the nonnegative real axis,
taken to be `1` when `z = 0`. -/
def alignPhase (z : ℂ) : ℂ := if z = 0 then 1 else conj z / (‖z‖ : ℂ)

/-- The projection gauge: each Bloch vector is rotated by the phase that aligns its overlap
with the trial orbital `g`. -/
def projectionGauge (g : E) (ψ : ZMod N → E) (k : ZMod N) : ℂ := alignPhase ⟪g, ψ k⟫_ℂ

/-- The aligning phase has modulus one, and multiplying `z` by it gives the modulus of `z`. -/
theorem alignPhase_spec (z : ℂ) : ‖alignPhase z‖ = 1 ∧ alignPhase z * z = (‖z‖ : ℂ) := by
  unfold alignPhase
  split_ifs with h
  · simp [h]
  · have hr : ‖z‖ ≠ 0 := norm_ne_zero_iff.mpr h
    have hn : (‖z‖ : ℂ) ≠ 0 := Complex.ofReal_ne_zero.mpr hr
    constructor
    · rw [norm_div, RCLike.norm_conj, Complex.norm_real, norm_norm, div_self hr]
    · rw [div_mul_eq_mul_div, div_eq_iff hn, mul_comm (conj z) z, Complex.mul_conj,
        Complex.normSq_eq_norm_sq]
      push_cast
      ring

/-- The overlap of the trial orbital with the Wannier function is the normalised sum of the
Bloch overlaps, each multiplied by its gauge factor. -/
theorem inner_wannier (g : E) (ψ : ZMod N → E) (c : ZMod N → ℂ) :
    ⟪g, wannier ψ c⟫_ℂ = (((Real.sqrt N)⁻¹ : ℝ) : ℂ) * ∑ k, c k * ⟪g, ψ k⟫_ℂ := by
  simp only [wannier, inner_smul_right, inner_sum]

/-- In every gauge of unit phases, the modulus of the trial overlap is at most
`N^(-1/2) ∑ |⟨g, ψ_k⟩|`. -/
theorem overlap_le (g : E) (ψ : ZMod N → E) (c : ZMod N → ℂ) (hc : ∀ k, ‖c k‖ = 1) :
    ‖⟪g, wannier ψ c⟫_ℂ‖ ≤ (Real.sqrt N)⁻¹ * ∑ k, ‖⟪g, ψ k⟫_ℂ‖ := by
  have h0 : 0 ≤ (Real.sqrt N)⁻¹ := inv_nonneg.mpr (Real.sqrt_nonneg _)
  rw [inner_wannier, norm_mul, Complex.norm_real, Real.norm_of_nonneg h0]
  refine mul_le_mul_of_nonneg_left ((norm_sum_le _ _).trans_eq ?_) h0
  exact Finset.sum_congr rfl fun k _ => by rw [norm_mul, hc k, one_mul]

/-- For orthonormal Bloch states, the Wannier function has norm one in every gauge of
unit phases. -/
theorem norm_sq_wannier (ψ : ZMod N → E) (hψ : Orthonormal ℂ ψ) (c : ZMod N → ℂ)
    (hc : ∀ k, ‖c k‖ = 1) : ‖wannier ψ c‖ ^ 2 = 1 := by
  have hs : ∑ k, conj (c k) * c k = (N : ℂ) := by
    simp [Complex.conj_mul', hc, ZMod.card]
  have h : ‖∑ k, c k • ψ k‖ ^ 2 = (N : ℝ) := by
    rw [@norm_sq_eq_re_inner ℂ, hψ.inner_sum c c Finset.univ, hs]
    simp
  rw [wannier, norm_smul, mul_pow, h, Complex.norm_real,
    Real.norm_of_nonneg (inv_nonneg.mpr (Real.sqrt_nonneg _)), inv_pow,
    Real.sq_sqrt (Nat.cast_nonneg N), inv_mul_cancel₀ (Nat.cast_ne_zero.mpr (NeZero.ne N))]

/-- For orthonormal Bloch states, the Wannier function of the projection gauge is at least as
close to the trial orbital as that of any other gauge of unit phases. -/
theorem projectionGauge_nearest (g : E) (ψ : ZMod N → E) (hψ : Orthonormal ℂ ψ)
    (c : ZMod N → ℂ) (hc : ∀ k, ‖c k‖ = 1) :
    ‖g - wannier ψ (projectionGauge g ψ)‖ ≤ ‖g - wannier ψ c‖ := by
  -- in the projection gauge the overlap is real and equal to the maximum
  have hp : RCLike.re ⟪g, wannier ψ (projectionGauge g ψ)⟫_ℂ
      = (Real.sqrt N)⁻¹ * ∑ k, ‖⟪g, ψ k⟫_ℂ‖ := by
    have hs : ∑ k, projectionGauge g ψ k * ⟪g, ψ k⟫_ℂ = ((∑ k, ‖⟪g, ψ k⟫_ℂ‖ : ℝ) : ℂ) := by
      rw [Complex.ofReal_sum]
      exact Finset.sum_congr rfl fun k _ => (alignPhase_spec _).2
    rw [inner_wannier, hs, ← Complex.ofReal_mul]
    exact Complex.ofReal_re _
  have hb := (RCLike.re_le_norm ⟪g, wannier ψ c⟫_ℂ).trans (overlap_le g ψ c hc)
  refine (pow_le_pow_iff_left₀ (norm_nonneg _) (norm_nonneg _) two_ne_zero).mp ?_
  rw [@norm_sub_sq ℂ, @norm_sub_sq ℂ, norm_sq_wannier ψ hψ c hc,
    norm_sq_wannier ψ hψ _ fun k => (alignPhase_spec _).1, hp]
  linarith

end

end TrialOrbitalProjection
```

Messages:

```
Main.lean:82:4: error: Tactic `rewrite` failed: Did not find an occurrence of the pattern
  ‖wannier ψ fun k => alignPhase (?m.214 k)‖ ^ 2
in the target expression
  ‖g‖ ^ 2 - 2 * RCLike.re ⟪g, wannier ψ (projectionGauge g ψ)⟫_ℂ + ‖wannier ψ (projectionGauge g ψ)‖ ^ 2 ≤
    ‖g‖ ^ 2 - 2 * RCLike.re ⟪g, wannier ψ c⟫_ℂ + 1

N : ℕ
inst✝² : NeZero N
E : Type u_1
inst✝¹ : NormedAddCommGroup E
inst✝ : InnerProductSpace ℂ E
g : E
ψ : ZMod N → E
hψ : Orthonormal ℂ ψ
c : ZMod N → ℂ
hc : ∀ (k : ZMod N), ‖c k‖ = 1
hp : RCLike.re ⟪g, wannier ψ (projectionGauge g ψ)⟫_ℂ = (√↑N)⁻¹ * ∑ k, ‖⟪g, ψ k⟫_ℂ‖
hb : RCLike.re ⟪g, wannier ψ c⟫_ℂ ≤ (√↑N)⁻¹ * ∑ k, ‖⟪g, ψ k⟫_ℂ‖
⊢ ‖g‖ ^ 2 - 2 * RCLike.re ⟪g, wannier ψ (projectionGauge g ψ)⟫_ℂ + ‖wannier ψ (projectionGauge g ψ)‖ ^ 2 ≤
    ‖g‖ ^ 2 - 2 * RCLike.re ⟪g, wannier ψ c⟫_ℂ + 1
```

The change, after which it compiles:

```diff
@@ -80,5 +80,5 @@
   refine (pow_le_pow_iff_left₀ (norm_nonneg _) (norm_nonneg _) two_ne_zero).mp ?_
   rw [@norm_sub_sq ℂ, @norm_sub_sq ℂ, norm_sq_wannier ψ hψ c hc,
-    norm_sq_wannier ψ hψ _ fun k => (alignPhase_spec _).1, hp]
+    norm_sq_wannier ψ hψ (projectionGauge g ψ) (fun k => (alignPhase_spec _).1), hp]
   linarith
 
```

Cause. The error comes from the second use of `norm_sq_wannier`, which should replace the squared norm of the projection-gauge Wannier function by 1. The gauge was left as `_`, so Lean inferred it from the proof that its phases have modulus one. That proof comes from `alignPhase_spec` and speaks only of `alignPhase`, so the gauge became `fun k => alignPhase (?m.214 k)`, with the argument of `alignPhase` still unknown. The goal has `projectionGauge g ψ` in that place. The two agree once the definition of `projectionGauge` is unfolded, but `rw` does not unfold an ordinary definition like this one when it searches for its pattern, so it found no match.

The repair gives the gauge explicitly as `projectionGauge g ψ`, and the pattern then has the same form as the term in the goal. The proof from `alignPhase_spec` is still accepted, because Lean does unfold the definition when it checks that the argument has the required type, and this also settles the unknown overlap. The new parentheses around the `fun` are mere tidying.
